# At fixed total hopping, a stiff four-site ring alternates its bonds as a closed shell and stays square as a triplet

## Four electrons on a square

Cyclobutadiene has four π electrons on a ring of four sites. In the square, two electrons fill the lowest orbital and two are left for a degenerate middle pair. Putting both in one orbital rewards a distortion that splits the pair. With one electron in each, the splitting cancels, but the lowest orbital might still gain from some other distortion.

Let the ring have zero site energies and hoppings -bᵢ, with bᵢ = t + uᵢ for i = 0, 1, 2, 3, where bond i joins site i to the next. The bond changes satisfy ∑uᵢ = 0 and cost the elastic energy (k/2)∑uᵢ². The constant k stands for the stiffness of the σ framework, in units set by how fast hopping changes with bond length. The fixed sum models a fixed perimeter if hopping is linear in length.

## Levels and energies

Write B = ∑bᵢ² and D = b₀b₂ - b₁b₃. The characteristic determinant at energy ε is

ε⁴ - Bε² + D²

so the levels are -o, -m, m, o, with o ≥ m ≥ 0 and

o² + m² = B,  om = |D|.

With S = ∑uᵢ², occupations 2,2,0,0 and 2,1,1,0 give

E_singlet = -2(o + m) + kS/2
E_triplet = -2o + kS/2.

## The closed shell alternates

Let t > 0, kt > 1 and q = 1/k. Suppose first that D ≥ 0, and set

p = u₀ + u₂,  x = (u₀ - u₂)/2,  y = (u₁ - u₃)/2,  s = o + m.

Since u₁ + u₃ = -p,

s² = B + 2D = (b₀ + b₂)² + (b₁ - b₃)² = (2t + p)² + 4y²
S = p² + 2x² + 2y².

Expanding, with kq = 1, gives

(2t + 2q)(E_singlet + 4t + 2q) = (s - 2t - 2q)² + kt(p - 2q)² + (2kt + 2)x² + (2kt - 2)y².

Every coefficient on the right is positive, so E_singlet ≥ -4t - 2/k. Equality forces p = 2q and x = y = 0, hence u = (q, -q, q, -q). For D ≤ 0 the two pairs of opposite bonds exchange roles, and the sign of the pattern flips.

The bound is reached. For u = (d, -d, d, -d), B = 4t² + 4d² and D = 4td, so s = 2t + 2|d| and

E_singlet = -4t - 4|d| + 2kd²,

which is -4t - 2/k at |d| = 1/k.

## The triplet has a stiffness threshold

Keep t > 0. The square has o = 2t and E_triplet = -4t. In general o² ≤ B = 4t² + S, because ∑uᵢ = 0. If kt ≥ 1 and S > 0, then

(2t + kS/4)² = 4t² + ktS + k²S²/16 > 4t² + S ≥ o².

Hence o < 2t + kS/4, and E_triplet > -4t.

If k > 0 and kt < 1, take the kite u = (a, a, -a, -a) with (ka)² = 1 - kt. Here D = 0, so m = 0 and o² = 4t² + 4a². Moreover

o² - (2t + ka²)² = a²(4 - 4kt - k²a²) = 3a²(1 - kt) > 0,

so E_triplet = -2o + 2ka² < -4t. Any smaller nonzero a also lowers the energy, so the instability does not depend on hoppings that change sign.

## What the Lean theorems say

`ringH b` is the Hamiltonian, and `levels_are_spectrum` states that `level b` lists its eigenvalues in increasing order with multiplicity. `IsGroundShape E u` says that `u` has zero sum and minimises `E` among all real bond changes with zero sum; hoppings may even change sign.

For t > 0 and kt > 1, `singlet_distorts_triplet_stays_square` identifies the singlet minimisers as `alternating (1 / k)` and `alternating (-(1 / k))`, and the only triplet minimiser as `0`. For k, t > 0, `triplet_square_iff` says that the square minimises the triplet energy exactly when kt ≥ 1.

The spin states enter only through occupations. There is no Coulomb repulsion or exchange, so an open-shell singlet would have the triplet's energy. In this non-interacting four-site model, the optimal geometry depends on the occupation, so a comparison of spin states must say at which geometry each is evaluated.

## A single distortion coordinate

The model could have allowed only the alternating pattern, with |d| ≤ t. The triplet energy would then be -4t + 2kd², and the square would win for every k > 0. The kite instability, and with it the threshold kt = 1, would be invisible.

## The complete file

```lean
import Mathlib

namespace FourRingSpinStates

noncomputable section

/-- Hopping Hamiltonian of a four-site ring; bond `i` joins site `i` to the next site and has
hopping `-b i`. -/
def ringH (b : Fin 4 → ℝ) : Matrix (Fin 4) (Fin 4) ℝ :=
  !![0, -b 0, 0, -b 3; -b 0, 0, -b 1, 0; 0, -b 1, 0, -b 2; -b 3, 0, -b 2, 0]

/-- Sum of the squared bond strengths. -/
def bondSq (b : Fin 4 → ℝ) : ℝ := b 0 ^ 2 + b 1 ^ 2 + b 2 ^ 2 + b 3 ^ 2

/-- Difference of the products of opposite bonds. -/
def bondDet (b : Fin 4 → ℝ) : ℝ := b 0 * b 2 - b 1 * b 3

/-- Magnitude of the outer pair of levels. -/
def outerLevel (b : Fin 4 → ℝ) : ℝ :=
  (√(bondSq b + 2 * |bondDet b|) + √(bondSq b - 2 * |bondDet b|)) / 2

/-- Magnitude of the inner pair of levels. -/
def innerLevel (b : Fin 4 → ℝ) : ℝ :=
  (√(bondSq b + 2 * |bondDet b|) - √(bondSq b - 2 * |bondDet b|)) / 2

/-- The four orbital energies, listed from the lowest to the highest. -/
def level (b : Fin 4 → ℝ) : Fin 4 → ℝ :=
  ![-outerLevel b, -innerLevel b, innerLevel b, outerLevel b]

/-- Orbital energies weighted by the occupations `occ`, plus the elastic energy of the bond
changes `u` about the square ring with bonds `t`. -/
def energy (occ : Fin 4 → ℝ) (k t : ℝ) (u : Fin 4 → ℝ) : ℝ :=
  ∑ i, occ i * level (fun j => t + u j) i + k / 2 * ∑ i, u i ^ 2

/-- Energy with the two lowest levels doubly filled. -/
def singletEnergy (k t : ℝ) (u : Fin 4 → ℝ) : ℝ := energy ![2, 2, 0, 0] k t u

/-- Energy with the lowest level doubly filled and the middle two singly filled. -/
def tripletEnergy (k t : ℝ) (u : Fin 4 → ℝ) : ℝ := energy ![2, 1, 1, 0] k t u

/-- The alternating distortion: bonds change by `d, -d, d, -d` around the ring. -/
def alternating (d : ℝ) : Fin 4 → ℝ := ![d, -d, d, -d]

/-- `u` minimises the energy `E` among all bond changes that keep the sum of the bonds fixed. -/
def IsGroundShape (E : (Fin 4 → ℝ) → ℝ) (u : Fin 4 → ℝ) : Prop :=
  ∑ i, u i = 0 ∧ ∀ v : Fin 4 → ℝ, ∑ i, v i = 0 → E u ≤ E v

/-- The level magnitudes are ordered and nonnegative; their squares sum to the sum of squared
bonds, and their product is the absolute difference of the opposite-bond products. -/
theorem level_relations (b : Fin 4 → ℝ) :
    0 ≤ innerLevel b ∧ innerLevel b ≤ outerLevel b ∧
      outerLevel b ^ 2 + innerLevel b ^ 2 = bondSq b ∧
      outerLevel b * innerLevel b = |bondDet b| := by
  have hD : 2 * |bondDet b| ≤ bondSq b := by
    rcases abs_cases (bondDet b) with ⟨h, _⟩ | ⟨h, _⟩ <;> rw [h] <;>
      unfold bondDet bondSq <;>
      nlinarith [sq_nonneg (b 0 - b 2), sq_nonneg (b 0 + b 2),
        sq_nonneg (b 1 - b 3), sq_nonneg (b 1 + b 3)]
  have h0 := abs_nonneg (bondDet b)
  have hP := Real.sq_sqrt (show 0 ≤ bondSq b + 2 * |bondDet b| by linarith)
  have hM := Real.sq_sqrt (show 0 ≤ bondSq b - 2 * |bondDet b| by linarith)
  have hle := Real.sqrt_le_sqrt
    (show bondSq b - 2 * |bondDet b| ≤ bondSq b + 2 * |bondDet b| by linarith)
  have hM0 := Real.sqrt_nonneg (bondSq b - 2 * |bondDet b|)
  unfold outerLevel innerLevel
  exact ⟨by linarith, by linarith, by linear_combination (hP + hM) / 2,
    by linear_combination (hP - hM) / 4⟩

/-- The listed levels are in increasing order and are the eigenvalues of the ring Hamiltonian,
with multiplicity: its characteristic determinant factorises over them. -/
theorem levels_are_spectrum (b : Fin 4 → ℝ) :
    Monotone (level b) ∧
      ∀ x : ℝ, (x • (1 : Matrix (Fin 4) (Fin 4) ℝ) - ringH b).det = ∏ i, (x - level b i) := by
  obtain ⟨h0, h1, h2, h3⟩ := level_relations b
  refine ⟨Fin.monotone_iff_le_succ.2 fun i => ?_, fun x => ?_⟩
  · fin_cases i
    · change -outerLevel b ≤ -innerLevel b
      linarith
    · change -innerLevel b ≤ innerLevel b
      linarith
    · change innerLevel b ≤ outerLevel b
      exact h1
  · have hM : x • (1 : Matrix (Fin 4) (Fin 4) ℝ) - ringH b =
        !![x, b 0, 0, b 3; b 0, x, b 1, 0; 0, b 1, x, b 2; b 3, 0, b 2, x] := by
      ext i j
      fin_cases i <;> fin_cases j <;> simp [ringH]
    have hdet : (x • (1 : Matrix (Fin 4) (Fin 4) ℝ) - ringH b).det =
        x ^ 4 - bondSq b * x ^ 2 + bondDet b ^ 2 := by
      rw [hM]
      simp [Matrix.det_succ_row_zero, Fin.sum_univ_succ, Fin.succAbove, bondSq, bondDet]
      ring
    have hprod : ∏ i, (x - level b i) = (x - -outerLevel b) * (x - -innerLevel b) *
        (x - innerLevel b) * (x - outerLevel b) := by
      simp [Fin.prod_univ_four, level]
    have h4 : (outerLevel b * innerLevel b) ^ 2 = bondDet b ^ 2 := by rw [h3, sq_abs]
    rw [hdet, hprod]
    linear_combination x ^ 2 * h2 - h4

lemma singlet_eq (k t : ℝ) (u : Fin 4 → ℝ) : singletEnergy k t u =
    -2 * (outerLevel (fun j => t + u j) + innerLevel (fun j => t + u j)) +
      k / 2 * (u 0 ^ 2 + u 1 ^ 2 + u 2 ^ 2 + u 3 ^ 2) := by
  simp [singletEnergy, energy, level, Fin.sum_univ_four]
  ring

lemma triplet_eq (k t : ℝ) (u : Fin 4 → ℝ) : tripletEnergy k t u =
    -2 * outerLevel (fun j => t + u j) + k / 2 * ∑ i, u i ^ 2 := by
  simp [tripletEnergy, energy, level, Fin.sum_univ_four]

lemma singlet_core {k t q p x y s : ℝ} (ht : 0 < t) (hk : 1 < k * t) (hq : k * q = 1)
    (q0 : 0 < q) (hs : s ^ 2 = (2 * t + p) ^ 2 + 4 * y ^ 2) :
    -4 * t - 2 * q ≤ -2 * s + k / 2 * (p ^ 2 + 2 * x ^ 2 + 2 * y ^ 2) ∧
    (-2 * s + k / 2 * (p ^ 2 + 2 * x ^ 2 + 2 * y ^ 2) = -4 * t - 2 * q →
      p = 2 * q ∧ x = 0 ∧ y = 0) := by
  -- the energy above the minimum is a sum of squares
  have key : (2 * t + 2 * q) *
      (-2 * s + k / 2 * (p ^ 2 + 2 * x ^ 2 + 2 * y ^ 2) - (-4 * t - 2 * q)) =
      (s - (2 * t + 2 * q)) ^ 2 + k * t * (p - 2 * q) ^ 2 + (2 * (k * t) + 2) * x ^ 2 +
        (2 * (k * t) - 2) * y ^ 2 := by
    linear_combination (p ^ 2 + 2 * x ^ 2 + 2 * y ^ 2 + 4 * t * p - 4 * t * q) * hq - hs
  have a1 := sq_nonneg (s - (2 * t + 2 * q))
  have a2 := mul_nonneg (show 0 ≤ k * t by linarith) (sq_nonneg (p - 2 * q))
  have a3 := mul_nonneg (show 0 ≤ 2 * (k * t) + 2 by linarith) (sq_nonneg x)
  have a4 := mul_nonneg (show 0 ≤ 2 * (k * t) - 2 by linarith) (sq_nonneg y)
  have z : ∀ a w : ℝ, 0 < a → a * w ^ 2 ≤ 0 → w = 0 := by
    intro a w ha h
    by_contra hw
    have : 0 < a * w ^ 2 := by positivity
    linarith
  constructor
  · have hc : 0 < 2 * t + 2 * q := by linarith
    by_contra h
    have := mul_neg_of_pos_of_neg hc (sub_neg.2 (not_le.1 h))
    linarith
  · intro h
    rw [h, sub_self, mul_zero] at key
    have hp := z (k * t) (p - 2 * q) (by linarith) (by linarith)
    exact ⟨by linarith, z _ x (by linarith) (by linarith : (2 * (k * t) + 2) * x ^ 2 ≤ 0),
      z _ y (by linarith) (by linarith : (2 * (k * t) - 2) * y ^ 2 ≤ 0)⟩

lemma singlet_bound {k t q : ℝ} (ht : 0 < t) (hk : 1 < k * t) (hq : k * q = 1) (q0 : 0 < q)
    {u : Fin 4 → ℝ} (hu : ∑ i, u i = 0) : -4 * t - 2 * q ≤ singletEnergy k t u ∧
    (singletEnergy k t u = -4 * t - 2 * q → u = alternating q ∨ u = alternating (-q)) := by
  rw [Fin.sum_univ_four] at hu
  have h3 : u 3 = -(u 0 + u 1 + u 2) := by linarith
  obtain ⟨-, -, h1, h2⟩ := level_relations (fun j => t + u j)
  have hs : (outerLevel (fun j => t + u j) + innerLevel (fun j => t + u j)) ^ 2 =
      bondSq (fun j => t + u j) + 2 * |bondDet (fun j => t + u j)| := by
    linear_combination h1 + 2 * h2
  rw [singlet_eq]
  generalize outerLevel (fun j => t + u j) + innerLevel (fun j => t + u j) = s at hs ⊢
  -- the sign of `bondDet` decides which alternating distortion can attain the bound
  rcases le_total 0 (bondDet (fun j => t + u j)) with hD | hD
  · rw [abs_of_nonneg hD] at hs
    have hs' : s ^ 2 = (2 * t + (u 0 + u 2)) ^ 2 + 4 * ((u 1 - u 3) / 2) ^ 2 := by
      rw [hs]
      simp only [bondSq, bondDet, h3]
      ring
    have hS : u 0 ^ 2 + u 1 ^ 2 + u 2 ^ 2 + u 3 ^ 2 = (u 0 + u 2) ^ 2 +
        2 * ((u 0 - u 2) / 2) ^ 2 + 2 * ((u 1 - u 3) / 2) ^ 2 := by
      rw [h3]
      ring
    rw [hS]
    refine ⟨(singlet_core ht hk hq q0 hs').1, fun h => Or.inl ?_⟩
    obtain ⟨e1, e2, e3⟩ := (singlet_core ht hk hq q0 hs').2 h
    funext i
    fin_cases i <;> simp [alternating] <;> linarith
  · rw [abs_of_nonpos hD] at hs
    have hs' : s ^ 2 = (2 * t + -(u 0 + u 2)) ^ 2 + 4 * ((u 0 - u 2) / 2) ^ 2 := by
      rw [hs]
      simp only [bondSq, bondDet, h3]
      ring
    have hS : u 0 ^ 2 + u 1 ^ 2 + u 2 ^ 2 + u 3 ^ 2 = (-(u 0 + u 2)) ^ 2 +
        2 * ((u 1 - u 3) / 2) ^ 2 + 2 * ((u 0 - u 2) / 2) ^ 2 := by
      rw [h3]
      ring
    rw [hS]
    refine ⟨(singlet_core ht hk hq q0 hs').1, fun h => Or.inr ?_⟩
    obtain ⟨e1, e2, e3⟩ := (singlet_core ht hk hq q0 hs').2 h
    funext i
    fin_cases i <;> simp [alternating] <;> linarith

lemma singlet_alternating {t : ℝ} (ht : 0 < t) (k d : ℝ) :
    singletEnergy k t (alternating d) = -4 * t - 4 * |d| + 2 * k * d ^ 2 := by
  obtain ⟨h0, h01, h1, h2⟩ := level_relations (fun j => t + alternating d j)
  have hF : bondSq (fun j => t + alternating d j) = 4 * t ^ 2 + 4 * d ^ 2 := by
    simp [bondSq, alternating]
    ring
  have hD : bondDet (fun j => t + alternating d j) = 4 * t * d := by
    simp [bondDet, alternating]
    ring
  rw [hF] at h1
  rw [hD, abs_mul, abs_of_pos (show 0 < 4 * t by linarith)] at h2
  have hs := (sq_eq_sq₀ (add_nonneg (h0.trans h01) h0)
    (show 0 ≤ 2 * t + 2 * |d| by positivity)).1
    (by linear_combination h1 + 2 * h2 - 4 * sq_abs d)
  rw [singlet_eq, hs]
  simp [alternating]
  ring

lemma outer_sq {b : Fin 4 → ℝ} (h : bondDet b = 0) : outerLevel b ^ 2 = bondSq b := by
  obtain ⟨h0, h1, h2, h3⟩ := level_relations b
  rw [h, abs_zero] at h3
  have : innerLevel b ^ 2 = 0 :=
    le_antisymm (by nlinarith [mul_nonneg h0 (sub_nonneg.2 h1)]) (sq_nonneg _)
  linarith

lemma triplet_zero {t : ℝ} (ht : 0 < t) (k : ℝ) : tripletEnergy k t 0 = -4 * t := by
  obtain ⟨h0, h1, -, -⟩ := level_relations (fun j => t + (0 : Fin 4 → ℝ) j)
  have h := outer_sq (b := fun j => t + (0 : Fin 4 → ℝ) j) (by simp [bondDet])
  have hF : bondSq (fun j => t + (0 : Fin 4 → ℝ) j) = (2 * t) ^ 2 := by
    simp [bondSq]
    ring
  rw [triplet_eq, (sq_eq_sq₀ (h0.trans h1) (by linarith)).1 (h.trans hF)]
  simp
  ring

/-- For `t > 0` and `k t ≥ 1`, every nonzero bond change that keeps the sum of the bonds fixed gives
a triplet energy strictly above `-4t`. -/
theorem triplet_resists {k t : ℝ} (ht : 0 < t) (hk : 1 ≤ k * t) {u : Fin 4 → ℝ}
    (hu : ∑ i, u i = 0) (hne : u ≠ 0) : -4 * t < tripletEnergy k t u := by
  have k0 : 0 < k := by
    by_contra h
    nlinarith [mul_nonneg (neg_nonneg.2 (not_lt.1 h)) ht.le]
  obtain ⟨i, hi⟩ := Function.ne_iff.1 hne
  have hi' : u i ≠ 0 := hi
  have hS : 0 < ∑ i, u i ^ 2 :=
    Finset.sum_pos' (fun i _ => sq_nonneg _) ⟨i, Finset.mem_univ i, by positivity⟩
  obtain ⟨-, -, h1, -⟩ := level_relations (fun j => t + u j)
  have hF : bondSq (fun j => t + u j) = 4 * t ^ 2 + ∑ i, u i ^ 2 := by
    rw [Fin.sum_univ_four] at hu ⊢
    simp only [bondSq]
    linear_combination 2 * t * hu
  rw [triplet_eq]
  generalize ∑ i, u i ^ 2 = S at *
  by_contra h
  -- a lower energy would need an outer level larger than the bonds allow
  have ho : 2 * t + k * S / 4 ≤ outerLevel (fun j => t + u j) := by linarith
  have hsq := pow_le_pow_left₀ (show 0 ≤ 2 * t + k * S / 4 by positivity) ho 2
  have e1 : 0 ≤ (k * t - 1) * S := mul_nonneg (by linarith) hS.le
  have e2 : 0 < (k * S) ^ 2 := by positivity
  nlinarith [sq_nonneg (innerLevel (fun j => t + u j))]

/-- Let `t > 0` and `k t > 1`, and let all four bonds vary with their sum fixed. The singlet
energy is minimal exactly at the alternating distortions `d = 1/k` and `d = -1/k`, the triplet
energy only at the square. -/
theorem singlet_distorts_triplet_stays_square {k t : ℝ} (ht : 0 < t) (hk : 1 < k * t)
    (u : Fin 4 → ℝ) :
    (IsGroundShape (singletEnergy k t) u ↔
      u = alternating (1 / k) ∨ u = alternating (-(1 / k))) ∧
    (IsGroundShape (tripletEnergy k t) u ↔ u = 0) := by
  have k0 : 0 < k := by
    by_contra h
    nlinarith [mul_nonneg (neg_nonneg.2 (not_lt.1 h)) ht.le]
  have q0 : 0 < 1 / k := by positivity
  have hq : k * (1 / k) = 1 := by field_simp
  generalize 1 / k = q at q0 hq ⊢
  have hsum : ∀ d, ∑ i, alternating d i = 0 := fun d => by
    simp [alternating, Fin.sum_univ_four]
  have e1 : singletEnergy k t (alternating q) = -4 * t - 2 * q := by
    rw [singlet_alternating ht, abs_of_pos q0]
    linear_combination 2 * q * hq
  have e2 : singletEnergy k t (alternating (-q)) = -4 * t - 2 * q := by
    rw [singlet_alternating ht, abs_neg, abs_of_pos q0]
    linear_combination 2 * q * hq
  refine ⟨⟨fun ⟨hu, hmin⟩ => ?_, ?_⟩, ⟨fun ⟨hu, hmin⟩ => ?_, ?_⟩⟩
  · have hb := singlet_bound ht hk hq q0 hu
    exact hb.2 (le_antisymm ((hmin _ (hsum q)).trans e1.le) hb.1)
  · rintro (rfl | rfl)
    · exact ⟨hsum _, fun v hv => e1.le.trans (singlet_bound ht hk hq q0 hv).1⟩
    · exact ⟨hsum _, fun v hv => e2.le.trans (singlet_bound ht hk hq q0 hv).1⟩
  · by_contra hne
    have h1 := triplet_resists ht hk.le hu hne
    have h2 := hmin 0 (by simp)
    rw [triplet_zero ht] at h2
    linarith
  · rintro rfl
    refine ⟨by simp, fun v hv => ?_⟩
    by_cases hv0 : v = 0
    · rw [hv0]
    · rw [triplet_zero ht]
      exact (triplet_resists ht hk.le hv hv0).le

/-- For `k, t > 0` the square minimises the triplet energy, among all bond changes with fixed
sum, if and only if `k t ≥ 1`. -/
theorem triplet_square_iff {k t : ℝ} (k0 : 0 < k) (ht : 0 < t) :
    IsGroundShape (tripletEnergy k t) 0 ↔ 1 ≤ k * t := by
  constructor
  · rintro ⟨-, hmin⟩
    by_contra hlt
    have hpos : 0 < 1 - k * t := by linarith
    obtain ⟨a, ha⟩ : ∃ a : ℝ, (k * a) ^ 2 = 1 - k * t := by
      refine ⟨√(1 - k * t) / k, ?_⟩
      have h : k * (√(1 - k * t) / k) = √(1 - k * t) := by field_simp
      rw [h, Real.sq_sqrt hpos.le]
    have ha0 : a ≠ 0 := by
      intro h
      rw [h] at ha
      nlinarith
    have ha2 : 0 < a ^ 2 := by positivity
    -- the kite: both bonds at one site stronger, both at the opposite site weaker
    have hE := hmin ![a, a, -a, -a] (by simp [Fin.sum_univ_four])
    have ho := outer_sq (b := fun j => t + (![a, a, -a, -a] : Fin 4 → ℝ) j)
      (by simp [bondDet])
    have hF : bondSq (fun j => t + (![a, a, -a, -a] : Fin 4 → ℝ) j) =
        4 * t ^ 2 + 4 * a ^ 2 := by
      simp [bondSq]
      ring
    have hS : ∑ i, (![a, a, -a, -a] : Fin 4 → ℝ) i ^ 2 = 4 * a ^ 2 := by
      simp [Fin.sum_univ_four]
      ring
    obtain ⟨h0, h1, -, -⟩ := level_relations (fun j => t + (![a, a, -a, -a] : Fin 4 → ℝ) j)
    rw [triplet_zero ht, triplet_eq, hS] at hE
    rw [hF] at ho
    have hle : outerLevel (fun j => t + (![a, a, -a, -a] : Fin 4 → ℝ) j) ≤
        2 * t + k * a ^ 2 := by linarith
    have hsq := pow_le_pow_left₀ (h0.trans h1) hle 2
    rw [ho] at hsq
    have e : k ^ 2 * a ^ 4 = a ^ 2 * (1 - k * t) := by
      rw [← ha]
      ring
    nlinarith [mul_pos ha2 hpos]
  · intro hk
    refine ⟨by simp, fun v hv => ?_⟩
    by_cases hv0 : v = 0
    · rw [hv0]
    · rw [triplet_zero ht]
      exact (triplet_resists ht hk hv hv0).le

end

end FourRingSpinStates
```

```lean
#print axioms FourRingSpinStates.levels_are_spectrum
#print axioms FourRingSpinStates.singlet_distorts_triplet_stays_square
#print axioms FourRingSpinStates.triplet_square_iff
```

```
'FourRingSpinStates.levels_are_spectrum' depends on axioms: [propext, Classical.choice, Quot.sound]
'FourRingSpinStates.singlet_distorts_triplet_stays_square' depends on axioms: [propext, Classical.choice, Quot.sound]
'FourRingSpinStates.triplet_square_iff' depends on axioms: [propext, Classical.choice, Quot.sound]
```

## From the algebra to the Lean proof

`level_relations` proves the formulas for o² + m² and om by squaring the square roots in the definitions. `levels_are_spectrum` expands the determinant and matches it to the product over the levels. `singlet_eq` and `triplet_eq` evaluate the occupation sums.

In `singlet_core`, `key` is the sum-of-squares identity, checked by `linear_combination`; the equality case follows because each nonnegative term must vanish. `singlet_bound` splits on the sign of D and supplies p, x and y. `singlet_alternating` computes the energy that attains the bound.

For the triplet, `outer_sq` shows that D = 0 gives o² = B, which `triplet_zero` uses for the square. `triplet_resists` assumes an energy no higher than -4t, deduces 2t + kS/4 ≤ o, and squares this to reach a contradiction. The first main theorem combines these bounds with the attained energies. `triplet_square_iff` uses `triplet_resists` in one direction and the kite in the other.
